# Truncated Hotelling inversion with ‖1 − AX₀‖ ≤ 1/2 and ‖AEₙ‖ ≤ t ≤ 1/4 keeps the residual within ‖1 − AX₀‖/2ⁿ + 2t

## Do discarded matrix elements pile up during the inversion?

In a linear-scaling calculation with localised, non-orthogonal orbitals, I need an approximate inverse of a sparse overlap matrix $A$. I improve a guess $X_n$ by the Hotelling step $X_n(2-AX_n)$ and then discard small elements to keep the matrix sparse. Write $E_n$ for the change this makes, so that
$$X_{n+1}=X_n(2-AX_n)+E_n .$$

Every step injects a fresh error, and the next step multiplies it by matrices. I expect that if $\|1-AX_0\|\le 1/2$ and $\|AE_n\|\le t\le 1/4$ for all $n$, in a norm with $\|XY\|\le\|X\|\,\|Y\|$, the errors contribute at most $2t$ to the residual, however long I iterate. Can this be made rigorous and machine-checked, without assuming that $X_n$ commutes with $A$?

## Squaring at least halves a residual that is within 1/2

Yes. Let $R_n=1-AX_n$ and $r_n=\|R_n\|$. Multiplying the update by $A$ from the left gives
$$R_{n+1}=1-2AX_n+AX_nAX_n-AE_n=R_n^2-AE_n .$$
Apart from the truncation term $AE_n$, only the product $AX_n$ occurs, and it commutes with itself, so $A$ and $X_n$ need not commute. Taking norms,
$$r_{n+1}\le r_n^2+\|AE_n\|\le r_n^2+t .$$

If $r_n\le 1/2$, then $r_{n+1}\le 1/4+1/4=1/2$, so the residual never leaves this ball. Inside it $r_n^2\le r_n/2$. The claimed bound holds at $n=0$ because $t\ge 0$, and if it holds at $n$, then
$$r_{n+1}\le\tfrac12\left(\frac{r_0}{2^n}+2t\right)+t=\frac{r_0}{2^{n+1}}+2t .$$

If $BA=1$, then $X_n-B=-B(1-AX_n)=-BR_n$, and the error of the inverse satisfies $\|X_n-B\|\le\|B\|\,r_n$.

**A scalar example.** Take $A=2$, $X_0=0.3$ and $E_n=-0.05$, so $r_0=0.4$ and $t=0.1$. Then $X_1=0.3\cdot1.4-0.05=0.37$ and $X_2=0.37\cdot1.26-0.05=0.4162$. The residuals are $r_1=0.26$ and $r_2=0.1676$, against bounds of $0.4$ and $0.3$. The distance of $X_2$ from the true inverse $0.5$ is $0.0838=0.5\,r_2$.

### The exact floor and the threshold 1/4

Unless $t$ is $0$ or $1/4$, the long-run bound $2t$ can be improved to $s$, where $t=s(1-s)$ and $0\le s\le1/2$. Suppose $r_0\le q$ and $s\le q\le 1-s$. If $r_n\le s+d$ with $0\le d\le q-s$, then
$$r_{n+1}\le(s+d)^2+s(1-s)=s+d(d+2s)\le s+d(q+s).$$
Starting from $d=q-s$, this yields $r_n\le s+(q-s)(q+s)^n$. The excess over $s$ dies out when $q+s<1$; at $q+s=1$ the bound merely stays at $q$.

The floor is attained: for $A=1$ and $E_n=-s(1-s)$, the iterate $1-s$ reproduces itself and has residual $s$.

Above $1/4$ the guarantee fails. With $A=1$, $X_0=1/2$ and $E_n=-t$, the residual obeys $R_{n+1}=R_n^2+t$. Since $(R_n-1/2)^2\ge0$, we have $R_{n+1}\ge R_n+(t-1/4)$, which grows without bound if $t>1/4$.

### What the Lean theorems say about matrices

The main theorem is `residual_bound`. Its setting is a `NormedRing`, where multiplication may be non-commutative and the norm satisfies $\|XY\|\le\|X\|\,\|Y\|$. Square matrices with the operator or Frobenius norm are examples; the largest absolute matrix element is not in general such a norm.

`residual A X` is $1-AX$, with $A$ on the left. The sequences `X` and `E` have type `ℕ → R`, and `IsTruncatedHotelling A X E` says that the update holds at every step. Because `E n` is the whole difference between the stored matrix and the exact step, it can also contain rounding errors and elements dropped from intermediate products.

The starting condition `h0` stands for a sufficiently good initial guess, and `hE` for control of the truncation; both are assumed. Sparsity patterns and computational cost do not enter. `inverse_error_bound` additionally assumes a left inverse `B`, which for square matrices is the inverse.

It is `A * E n` that must be small. A code that controls only $\|E_n\|\le\varepsilon$ can use $t=\|A\|\varepsilon$, provided this is at most $1/4$; inserting $\varepsilon$ itself for $t$ is not justified in general when $\|A\|>1$.

For overlap-matrix inversion in electronic structure, the result turns a bound on $\|AE_n\|$ into a bound on the residual and, if a bound on $\|A^{-1}\|$ is known, on the error of the inverse. This holds for a fixed $A$ and an initial residual of norm at most $1/2$. A threshold on single matrix elements must first be converted into such a norm bound.

```lean
import Mathlib

open Filter

namespace TruncatedHotelling

/-- The residual `1 - A X` of an approximate inverse `X` of `A`. -/
def residual {R : Type*} [NormedRing R] (A X : R) : R := 1 - A * X

/-- The Hotelling iteration for the inverse of `A`, in which step `n` carries the
truncation error `E n`. -/
def IsTruncatedHotelling {R : Type*} [NormedRing R] (A : R) (X E : ℕ → R) : Prop :=
  ∀ n, X (n + 1) = X n * (2 - A * X n) + E n

section General

variable {R : Type*} [NormedRing R] {A : R} {X E : ℕ → R}

/-- One truncated step squares the residual and subtracts `A` times the truncation error. -/
theorem residual_step (h : IsTruncatedHotelling A X E) (n : ℕ) :
    residual A (X (n + 1)) = residual A (X n) * residual A (X n) - A * E n := by
  have h2 : (2 : R) = 1 + 1 := one_add_one_eq_two.symm
  unfold residual
  rw [h n, h2]
  noncomm_ring

/-- The norm of the new residual is at most the square of the old one plus the
size of the truncation error multiplied by `A`. -/
theorem norm_residual_step (h : IsTruncatedHotelling A X E) (n : ℕ) :
    ‖residual A (X (n + 1))‖ ≤ ‖residual A (X n)‖ ^ 2 + ‖A * E n‖ := by
  rw [residual_step h n, pow_two]
  have h1 := norm_sub_le (residual A (X n) * residual A (X n)) (A * E n)
  have h2 := norm_mul_le (residual A (X n)) (residual A (X n))
  linarith

/-- If every `A * E n` has norm at most `1/4`, a residual that starts within `1/2` stays within
`1/2`. -/
theorem residual_le_half (h : IsTruncatedHotelling A X E)
    (h0 : ‖residual A (X 0)‖ ≤ 1 / 2) (hE : ∀ n, ‖A * E n‖ ≤ 1 / 4) (n : ℕ) :
    ‖residual A (X n)‖ ≤ 1 / 2 := by
  induction n with
  | zero => exact h0
  | succ n ih =>
    have h1 := norm_residual_step h n
    have h2 := hE n
    nlinarith [norm_nonneg (residual A (X n))]

/-- Truncated Hotelling inversion: if the initial residual has norm at most `1/2` and every `A * E
n` has norm at most `t ≤ 1/4`, the norm of the residual after `n` steps is at most its initial value
divided by `2 ^ n`, plus `2 t`. -/
theorem residual_bound (h : IsTruncatedHotelling A X E) {t : ℝ}
    (h0 : ‖residual A (X 0)‖ ≤ 1 / 2) (hE : ∀ n, ‖A * E n‖ ≤ t) (ht : t ≤ 1 / 4) (n : ℕ) :
    ‖residual A (X n)‖ ≤ ‖residual A (X 0)‖ / 2 ^ n + 2 * t := by
  induction n with
  | zero =>
    have ht0 : 0 ≤ t := (norm_nonneg _).trans (hE 0)
    simp only [pow_zero, div_one]
    linarith
  | succ n ih =>
    have h1 := norm_residual_step h n
    have h2 := hE n
    have h3 := residual_le_half h h0 (fun k => (hE k).trans ht) n
    -- inside the ball of radius 1/2, squaring at least halves the residual
    have h4 : ‖residual A (X n)‖ ^ 2 ≤ ‖residual A (X n)‖ / 2 := by
      nlinarith [norm_nonneg (residual A (X n))]
    have h5 : ‖residual A (X 0)‖ / 2 ^ (n + 1) = ‖residual A (X 0)‖ / 2 ^ n / 2 := by
      rw [pow_succ, div_div]
    rw [h5]
    linarith

/-- Under the hypotheses of `residual_bound`, if `B` is a left inverse of `A`, the distance of the
iterate from `B` is at most `‖B‖` times the bound on the residual given there. -/
theorem inverse_error_bound (h : IsTruncatedHotelling A X E) {t : ℝ} {B : R}
    (hB : B * A = 1) (h0 : ‖residual A (X 0)‖ ≤ 1 / 2)
    (hE : ∀ n, ‖A * E n‖ ≤ t) (ht : t ≤ 1 / 4) (n : ℕ) :
    ‖X n - B‖ ≤ ‖B‖ * (‖residual A (X 0)‖ / 2 ^ n + 2 * t) := by
  have key : X n - B = -(B * residual A (X n)) := by
    unfold residual
    rw [mul_sub, mul_one, ← mul_assoc, hB, one_mul, neg_sub]
  rw [key, norm_neg]
  exact (norm_mul_le _ _).trans
    (mul_le_mul_of_nonneg_left (residual_bound h h0 hE ht n) (norm_nonneg B))

/-- If every `A * E n` has norm at most `s (1 - s)`, where `0 ≤ s`, and the initial residual is at
most `q`, with `s ≤ q ≤ 1 - s`, the excess of the residual over `s` is bounded by a geometric
sequence of ratio `q + s`. -/
theorem residual_floor_bound (h : IsTruncatedHotelling A X E) {s q : ℝ}
    (hs : 0 ≤ s) (hsq : s ≤ q) (hq : q + s ≤ 1) (h0 : ‖residual A (X 0)‖ ≤ q)
    (hE : ∀ n, ‖A * E n‖ ≤ s * (1 - s)) (n : ℕ) :
    ‖residual A (X n)‖ ≤ s + (q - s) * (q + s) ^ n := by
  induction n with
  | zero =>
    simp only [pow_zero, mul_one]
    linarith
  | succ n ih =>
    have h1 := norm_residual_step h n
    have h2 := hE n
    have hp0 : 0 ≤ (q + s) ^ n := pow_nonneg (by linarith) n
    have hp1 : (q + s) ^ n ≤ 1 := pow_le_one₀ (by linarith) hq
    -- `d` is the current bound on the excess over the floor `s`
    obtain ⟨d, hd⟩ : ∃ d, d = (q - s) * (q + s) ^ n := ⟨_, rfl⟩
    have hd0 : 0 ≤ d := by
      rw [hd]
      exact mul_nonneg (by linarith) hp0
    have hd1 : d ≤ q - s := by
      rw [hd]
      exact mul_le_of_le_one_right (by linarith) hp1
    rw [← hd] at ih
    have h3 : ‖residual A (X n)‖ ^ 2 ≤ (s + d) ^ 2 :=
      pow_le_pow_left₀ (norm_nonneg _) ih 2
    have h4 : d * (d + 2 * s) ≤ d * (q + s) :=
      mul_le_mul_of_nonneg_left (by linarith) hd0
    have h5 : (q - s) * (q + s) ^ (n + 1) = d * (q + s) := by
      rw [hd, pow_succ]
      ring
    rw [h5]
    nlinarith

end General

/-- For the scalar `A = 1`, the constant truncation error `-s (1 - s)` keeps the iterate
at `1 - s`, where the residual equals `s`. -/
theorem floor_attained (s : ℝ) :
    IsTruncatedHotelling (1 : ℝ) (fun _ => 1 - s) (fun _ => -(s * (1 - s))) ∧
      residual (1 : ℝ) (1 - s) = s := by
  constructor
  · intro n
    ring
  · unfold residual
    ring

/-- For the scalar `A = 1` and the start `X 0 = 1/2`, a constant truncation error `-t`
with `t > 1/4` makes the residual grow without bound. -/
theorem diverges_above_quarter {t : ℝ} (ht : 1 / 4 < t) {X : ℕ → ℝ}
    (h : IsTruncatedHotelling (1 : ℝ) X (fun _ => -t)) (h0 : X 0 = 1 / 2) :
    Tendsto (fun n => ‖residual (1 : ℝ) (X n)‖) atTop atTop := by
  -- after `n` steps the residual is at least `1/2 + n (t - 1/4)`
  have hb : ∀ n : ℕ, 1 / 2 + (n : ℝ) * (t - 1 / 4) ≤ residual (1 : ℝ) (X n) := by
    intro n
    induction n with
    | zero =>
      unfold residual
      rw [h0]
      norm_num
    | succ n ih =>
      have h1 : residual (1 : ℝ) (X (n + 1)) =
          residual (1 : ℝ) (X n) * residual (1 : ℝ) (X n) - 1 * (-t) := residual_step h n
      rw [h1]
      push_cast
      nlinarith [sq_nonneg (residual (1 : ℝ) (X n) - 1 / 2)]
  have hlin : Tendsto (fun n : ℕ => 1 / 2 + (n : ℝ) * (t - 1 / 4)) atTop atTop :=
    tendsto_atTop_add_const_left _ _
      (tendsto_natCast_atTop_atTop.atTop_mul_const (by linarith))
  exact tendsto_atTop_mono (fun n => (hb n).trans (Real.le_norm_self _)) hlin

end TruncatedHotelling
```

```lean
#print axioms TruncatedHotelling.residual_bound
#print axioms TruncatedHotelling.inverse_error_bound
#print axioms TruncatedHotelling.floor_attained
#print axioms TruncatedHotelling.diverges_above_quarter
```

```
'TruncatedHotelling.residual_bound' depends on axioms: [propext, Classical.choice, Quot.sound]
'TruncatedHotelling.inverse_error_bound' depends on axioms: [propext, Classical.choice, Quot.sound]
'TruncatedHotelling.floor_attained' depends on axioms: [propext, Classical.choice, Quot.sound]
'TruncatedHotelling.diverges_above_quarter' depends on axioms: [propext, Classical.choice, Quot.sound]
```

### How the proof follows the calculation

`residual_step` is the identity $R_{n+1}=R_n^2-AE_n$. After the update is inserted and $2$ is written as $1+1$, `noncomm_ring` expands both sides without exchanging factors. `norm_residual_step` applies the triangle inequality and submultiplicativity.

`residual_le_half` proves by induction that the ball is invariant, with `nlinarith` supplying the estimate of the square. In `residual_bound`, `h3` recalls this invariance, `h4` is $r_n^2\le r_n/2$, and `h5` splits off one factor of two; `linarith` then combines them with the induction hypothesis.

`inverse_error_bound` first establishes $X_n-B=-BR_n$ as `key`, then multiplies the residual bound by $\|B\|$.

In `residual_floor_bound`, `d` is the current bound on the excess over $s$. The facts `hd0` and `hd1` keep it between $0$ and $q-s$, and `h4` is the contraction $d(d+2s)\le d(q+s)$.

`floor_attained` is checked by scalar algebra. `diverges_above_quarter` proves by induction the lower bound $R_n\ge 1/2+n(t-1/4)$, using the square of $R_n-1/2$. This linear function tends to infinity, and `tendsto_atTop_mono` transfers the divergence to $|R_n|$.
